# Characteristic polynomial of the two-level dielectric matrix 1 − χ₀K, and when its spectrum is unbounded as the gap closes

## Question

Densities are vectors in ℝⁿ with n ≥ 1. A closed-shell system has one doubly occupied and one empty orbital, separated by a gap g > 0, with transition density τ ∈ ℝⁿ, the componentwise product of the two real orbitals. Its static independent-particle response and, for a symmetric n × n kernel K, its dielectric matrix are

χ₀ = −(4/g) τ τᵀ,  ε = 1 − χ₀K.

The claim is that ε has characteristic polynomial (X − 1)ⁿ⁻¹ (X − 1 − 4 τᵀKτ/g), and that for fixed τ and fixed positive definite K its spectrum is unbounded as g → 0 exactly when τ ≠ 0. How would one state and prove this in Lean 4 with Mathlib?

## Answer

### Conventions and their Lean form

The dimension is n = m + 1 with m a natural number. Vectors have type `Fin (m + 1) → ℝ`, with components 0, …, m, and the exponent n − 1 is simply `m`. A `Gap` is a real number bundled with a proof of positivity; `g.1` is the number. The outer product τ τᵀ is `vecMulVec τ τ`, and the number q = τᵀKτ is `τ ⬝ᵥ K *ᵥ τ`. The definitions `chi0` and `dielectric` are χ₀ and ε, and `softValue` is

λ = 1 + 4q/g.

The form of χ₀ is a definition, motivated as follows. For real orbitals φ (occupied) and ψ (empty), take τ = φψ componentwise. A potential change δv gives δφ = −ψ (τ · δv)/g at first order, and the density ρ = 2φ² changes by δρ = 4φ δφ = −(4/g) τ (τ · δv). In Lean τ is an arbitrary vector: it is not normalised, and the vanishing of its component sum, which orthogonal orbitals would imply, is not imposed. With τ = |τ| e and e a unit vector, λ = 1 + 4|τ|² eᵀKe/g.

`UnboundedAsGapCloses τ K` says: for every real M there is δ > 0 such that every gap g < δ gives an eigenvalue μ of ε with |μ| > M. The vector τ and the kernel K stay fixed while g varies. Eigenvalues are elements of `spectrum ℝ`; the characteristic polynomial turns out to split into real linear factors, so no complex eigenvalue is missed.

Let K be the derivative of the effective potential with respect to the density, taken at the self-consistent density. Then, in this finite two-level model, χ₀K is the Jacobian of the SCF map from input to output density there. Simple mixing with damping α multiplies the linearised density error by 1 − αε, whose eigenvalues are 1 − αμ.

### Derivation by hand

1. For u, v ∈ ℝⁿ, read u as an n × 1 matrix and vᵀ as a 1 × n matrix. The identity det(1 + AB) = det(1 + BA) leaves a 1 × 1 determinant:

det(1 + u vᵀ) = 1 + v · u.

2. For real t ≠ 1,

t·1 − (1 + u vᵀ) = (t − 1) (1 − u vᵀ/(t − 1)).

Taking determinants in dimension m + 1 and using step 1,

det(t·1 − (1 + u vᵀ)) = (t − 1)ᵐ⁺¹ (1 − v · u/(t − 1)) = (t − 1)ᵐ (t − 1 − v · u).

The characteristic polynomial of 1 + u vᵀ and (X − 1)ᵐ (X − (1 + v · u)) agree at infinitely many points, so they are equal.

3. Since −χ₀K = (4/g) τ (τᵀK), the matrix ε is 1 + u vᵀ with u = 4τ/g and vᵀ = τᵀK. Then v · u = 4q/g, and the characteristic polynomial of ε is

(X − 1)ᵐ (X − λ).

Symmetry of K was not used.

4. Directly, ε τ = τ + (4/g) τ (τᵀKτ) = λτ. The eigenvalues are the roots in step 3: λ always, and 1 when m ≠ 0. For m = 0 the polynomial is X − λ.

5. If q = 0 then λ = 1, every eigenvalue equals 1, and the bound M = 1 is never exceeded. If q ≠ 0, take δ = 4|q|/(|M| + 1). For g < δ one has |4q/g| > |M| + 1, and |x| ≤ |1 + x| + 1 with x = 4q/g gives

|λ| ≥ |4q/g| − 1 > |M| ≥ M.

For positive definite K, τ ≠ 0 gives q > 0 and τ = 0 gives q = 0.

6. Let α > 0 and q ≥ 0, so λ ≥ 1. If |1 − αλ| < 1 then αλ < 2. Conversely, αλ < 2 gives 0 < α ≤ αλ < 2, so αμ lies strictly between 0 and 2 for μ = 1 and for μ = λ.

### The Lean file

```lean
import Mathlib

open Matrix Polynomial

namespace TwoLevelDielectric

noncomputable section

variable {m : ℕ}

/-- An energy gap: a strictly positive real number. -/
abbrev Gap := {g : ℝ // 0 < g}

/-- Closed-shell two-level response `χ₀ = -(4/g) τ τᵀ` with gap `g` and transition
density `τ`. -/
def chi0 (g : Gap) (τ : Fin (m + 1) → ℝ) : Matrix (Fin (m + 1)) (Fin (m + 1)) ℝ :=
  (-(4 / g.1)) • vecMulVec τ τ

/-- The dielectric matrix `1 - χ₀ K` for the kernel `K`. -/
def dielectric (g : Gap) (τ : Fin (m + 1) → ℝ) (K : Matrix (Fin (m + 1)) (Fin (m + 1)) ℝ) :
    Matrix (Fin (m + 1)) (Fin (m + 1)) ℝ :=
  1 - chi0 g τ * K

/-- The number `1 + 4 τᵀ K τ / g`. -/
def softValue (g : Gap) (τ : Fin (m + 1) → ℝ) (K : Matrix (Fin (m + 1)) (Fin (m + 1)) ℝ) : ℝ :=
  1 + 4 * (τ ⬝ᵥ K *ᵥ τ) / g.1

/-- The spectrum of `1 - χ₀ K` is unbounded as `g → 0`: for every bound `M`, every
sufficiently small gap gives an eigenvalue of modulus above `M`. -/
def UnboundedAsGapCloses (τ : Fin (m + 1) → ℝ) (K : Matrix (Fin (m + 1)) (Fin (m + 1)) ℝ) :
    Prop :=
  ∀ M : ℝ, ∃ δ : ℝ, 0 < δ ∧ ∀ g : Gap, g.1 < δ →
    ∃ μ ∈ spectrum ℝ (dielectric g τ K), M < |μ|

/-- The determinant of `1 + u vᵀ` is `1 + v · u`. -/
theorem det_one_add_rankOne (u v : Fin (m + 1) → ℝ) :
    (1 + vecMulVec u v).det = 1 + v ⬝ᵥ u := by
  have h : vecMulVec u v =
      (Matrix.of fun i (_ : Unit) => u i : Matrix (Fin (m + 1)) Unit ℝ) *
        (Matrix.of fun (_ : Unit) j => v j : Matrix Unit (Fin (m + 1)) ℝ) := by
    ext i j
    simp [vecMulVec_apply, Matrix.mul_apply]
  -- commute column and row: a 1 × 1 determinant remains
  rw [h, Matrix.det_one_add_mul_comm, Matrix.det_unique]
  simp [Matrix.mul_apply, dotProduct]

/-- In dimension `m + 1`, the matrix `1 + u vᵀ` has characteristic polynomial
`(X - 1)^m (X - (1 + v · u))`. -/
theorem charpoly_one_add_rankOne (u v : Fin (m + 1) → ℝ) :
    (1 + vecMulVec u v).charpoly = (X - 1) ^ m * (X - C (1 + v ⬝ᵥ u)) := by
  -- it suffices to compare values at all `t ≠ 1`
  apply Polynomial.eq_of_infinite_eval_eq
  refine Set.Infinite.mono (s := ({1} : Set ℝ)ᶜ) ?_
    (Set.Finite.infinite_compl (Set.finite_singleton 1))
  intro t ht
  have ht' : t - 1 ≠ 0 := sub_ne_zero.mpr ht
  have hc : (t - 1) * (t - 1)⁻¹ = 1 := mul_inv_cancel₀ ht'
  have hs : Matrix.scalar (Fin (m + 1)) t = t • (1 : Matrix (Fin (m + 1)) (Fin (m + 1)) ℝ) := by
    ext i j
    by_cases hij : i = j <;> simp [hij]
  -- factor out `t - 1` to reach another rank-one update of the identity
  have h : Matrix.scalar (Fin (m + 1)) t - (1 + vecMulVec u v) =
      (t - 1) • (1 + vecMulVec ((-(t - 1)⁻¹) • u) v) := by
    rw [hs]
    ext i j
    simp only [Matrix.sub_apply, Matrix.add_apply, Matrix.smul_apply, vecMulVec_apply,
      Pi.smul_apply, smul_eq_mul]
    linear_combination (u i * v j) * hc
  show eval t _ = eval t _
  rw [Matrix.eval_charpoly, h, Matrix.det_smul, det_one_add_rankOne, dotProduct_smul,
    Fintype.card_fin, pow_succ]
  simp only [eval_mul, eval_pow, eval_sub, eval_X, eval_one, eval_C, smul_eq_mul]
  linear_combination (-(t - 1) ^ m * (v ⬝ᵥ u)) * hc

/-- The dielectric matrix is the identity plus the rank-one matrix `(4τ/g)(τᵀ K)`. -/
theorem dielectric_eq (g : Gap) (τ : Fin (m + 1) → ℝ)
    (K : Matrix (Fin (m + 1)) (Fin (m + 1)) ℝ) :
    dielectric g τ K = 1 + vecMulVec ((4 / g.1) • τ) (τ ᵥ* K) := by
  ext i j
  simp only [dielectric, chi0, Matrix.sub_apply, Matrix.add_apply, Matrix.mul_apply,
    Matrix.smul_apply, vecMulVec_apply, Matrix.vecMul, dotProduct, Pi.smul_apply, smul_eq_mul,
    Finset.mul_sum]
  rw [sub_eq_add_neg, ← Finset.sum_neg_distrib]
  congr 1
  exact Finset.sum_congr rfl fun k _ => by ring

/-- In dimension `n = m + 1` and for any real kernel `K`, the matrix `1 - χ₀ K` has
characteristic polynomial `(X - 1)^m (X - (1 + 4 τᵀ K τ / g))`. -/
theorem charpoly_dielectric (g : Gap) (τ : Fin (m + 1) → ℝ)
    (K : Matrix (Fin (m + 1)) (Fin (m + 1)) ℝ) :
    (dielectric g τ K).charpoly = (X - 1) ^ m * (X - C (softValue g τ K)) := by
  have h : 1 + (τ ᵥ* K) ⬝ᵥ ((4 / g.1) • τ) = softValue g τ K := by
    rw [dotProduct_smul, ← Matrix.dotProduct_mulVec, smul_eq_mul]
    unfold softValue
    ring
  rw [dielectric_eq, charpoly_one_add_rankOne, h]

/-- The dielectric matrix multiplies the transition density by `1 + 4 τᵀ K τ / g`. -/
theorem dielectric_mulVec_tau (g : Gap) (τ : Fin (m + 1) → ℝ)
    (K : Matrix (Fin (m + 1)) (Fin (m + 1)) ℝ) :
    dielectric g τ K *ᵥ τ = softValue g τ K • τ := by
  have h : ∀ a b : Fin (m + 1) → ℝ, vecMulVec a b *ᵥ τ = (b ⬝ᵥ τ) • a := by
    intro a b
    ext i
    simp only [Matrix.mulVec, dotProduct, vecMulVec_apply, Pi.smul_apply, smul_eq_mul,
      Finset.sum_mul]
    exact Finset.sum_congr rfl fun k _ => by ring
  rw [dielectric_eq, Matrix.add_mulVec, Matrix.one_mulVec, h, ← Matrix.dotProduct_mulVec]
  ext i
  simp only [softValue, Pi.add_apply, Pi.smul_apply, smul_eq_mul]
  ring

/-- The eigenvalues of `1 - χ₀ K` are `1 + 4 τᵀ K τ / g` and, when the dimension `m + 1`
exceeds one, also `1`. -/
theorem mem_spectrum_dielectric (g : Gap) (τ : Fin (m + 1) → ℝ)
    (K : Matrix (Fin (m + 1)) (Fin (m + 1)) ℝ) (μ : ℝ) :
    μ ∈ spectrum ℝ (dielectric g τ K) ↔ (μ = 1 ∧ m ≠ 0) ∨ μ = softValue g τ K := by
  have h : μ ∈ spectrum ℝ (dielectric g τ K) ↔ IsRoot (dielectric g τ K).charpoly μ :=
    Matrix.mem_spectrum_iff_isRoot_charpoly
  rw [h, charpoly_dielectric, IsRoot.def]
  simp only [eval_mul, eval_pow, eval_sub, eval_X, eval_one, eval_C, mul_eq_zero,
    pow_eq_zero_iff', sub_eq_zero]

/-- For any real kernel, the spectrum of `1 - χ₀ K` is unbounded as `g → 0` exactly when
`τᵀ K τ ≠ 0`. -/
theorem unbounded_iff (τ : Fin (m + 1) → ℝ) (K : Matrix (Fin (m + 1)) (Fin (m + 1)) ℝ) :
    UnboundedAsGapCloses τ K ↔ τ ⬝ᵥ K *ᵥ τ ≠ 0 := by
  constructor
  · -- if `τᵀ K τ = 0` the only eigenvalue is `1`
    intro h hq
    obtain ⟨δ, hδ, H⟩ := h 1
    obtain ⟨μ, hμ, hM⟩ := H ⟨δ / 2, half_pos hδ⟩ (half_lt_self hδ)
    rcases (mem_spectrum_dielectric _ _ _ _).mp hμ with ⟨rfl, _⟩ | rfl
    · simp at hM
    · simp [softValue, hq] at hM
  · -- otherwise take gaps below `4 |τᵀ K τ| / (|M| + 1)`
    intro hq M
    have hpos : 0 < |M| + 1 := by positivity
    have hq' : 0 < |τ ⬝ᵥ K *ᵥ τ| := abs_pos.mpr hq
    refine ⟨4 * |τ ⬝ᵥ K *ᵥ τ| / (|M| + 1), div_pos (by linarith) hpos, fun g hg => ?_⟩
    refine ⟨softValue g τ K, (mem_spectrum_dielectric _ _ _ _).mpr (Or.inr rfl), ?_⟩
    have h1 : |M| + 1 < |4 * (τ ⬝ᵥ K *ᵥ τ) / g.1| := by
      rw [abs_div, abs_mul, abs_of_pos g.2, abs_of_pos (by norm_num : (0 : ℝ) < 4),
        lt_div_iff₀ g.2]
      have := (lt_div_iff₀ hpos).mp hg
      linarith
    have h2 : ∀ x : ℝ, |x| ≤ |1 + x| + 1 := fun x => by
      rcases abs_cases x with h | h <;> rcases abs_cases (1 + x) with h' | h' <;>
        linarith [h.1, h.2, h'.1, h'.2]
    have h3 := h2 (4 * (τ ⬝ᵥ K *ᵥ τ) / g.1)
    have h4 := le_abs_self M
    unfold softValue
    linarith

/-- For a positive definite kernel, the spectrum of `1 - χ₀ K` is unbounded as `g → 0`
exactly when the transition density is nonzero. -/
theorem unbounded_iff_of_posDef (τ : Fin (m + 1) → ℝ)
    (K : Matrix (Fin (m + 1)) (Fin (m + 1)) ℝ) (hK : K.PosDef) :
    UnboundedAsGapCloses τ K ↔ τ ≠ 0 := by
  rw [unbounded_iff]
  constructor
  · intro h h0
    apply h
    simp [h0]
  · intro h
    have h1 : 0 < τ ⬝ᵥ K *ᵥ τ := by
      simpa only [star_trivial] using hK.dotProduct_mulVec_pos h
    exact h1.ne'

/-- For damping `α > 0` and `τᵀ K τ ≥ 0`, every eigenvalue `μ` of `1 - χ₀ K` satisfies
`|1 - α μ| < 1` exactly when `α (1 + 4 τᵀ K τ / g) < 2`. -/
theorem damping_condition (g : Gap) (τ : Fin (m + 1) → ℝ)
    (K : Matrix (Fin (m + 1)) (Fin (m + 1)) ℝ) (α : ℝ) (hα : 0 < α)
    (hq : 0 ≤ τ ⬝ᵥ K *ᵥ τ) :
    (∀ μ ∈ spectrum ℝ (dielectric g τ K), |1 - α * μ| < 1) ↔ α * softValue g τ K < 2 := by
  have h1 : 1 ≤ softValue g τ K := by
    have : 0 ≤ 4 * (τ ⬝ᵥ K *ᵥ τ) / g.1 := div_nonneg (by linarith) g.2.le
    unfold softValue
    linarith
  have h2 : α * 1 ≤ α * softValue g τ K := mul_le_mul_of_nonneg_left h1 hα.le
  constructor
  · intro h
    have := (abs_lt.mp (h _ ((mem_spectrum_dielectric _ _ _ _).mpr (Or.inr rfl)))).1
    linarith
  · intro h μ hμ
    rcases (mem_spectrum_dielectric _ _ _ _).mp hμ with ⟨rfl, _⟩ | rfl <;>
      exact abs_lt.mpr ⟨by linarith, by linarith⟩

end

end TwoLevelDielectric
```

```lean
#print axioms TwoLevelDielectric.dielectric_mulVec_tau
#print axioms TwoLevelDielectric.unbounded_iff_of_posDef
#print axioms TwoLevelDielectric.damping_condition
```

```
'TwoLevelDielectric.dielectric_mulVec_tau' depends on axioms: [propext, Classical.choice, Quot.sound]
'TwoLevelDielectric.unbounded_iff_of_posDef' depends on axioms: [propext, Classical.choice, Quot.sound]
'TwoLevelDielectric.damping_condition' depends on axioms: [propext, Classical.choice, Quot.sound]
```

### Statements and proofs

`det_one_add_rankOne` is step 1. The column and the row are matrices with one index of type `Unit`, `Matrix.det_one_add_mul_comm` swaps them, and `Matrix.det_unique` evaluates the 1 × 1 determinant.

`charpoly_one_add_rankOne` is step 2. `Polynomial.eq_of_infinite_eval_eq` reduces the goal to values on the complement of {1}. The factorisation `h` is checked entry by entry from `hc`, which says (t − 1)(t − 1)⁻¹ = 1. Then `Matrix.eval_charpoly`, `Matrix.det_smul` and step 1 give the determinant, and `linear_combination` with `hc` cancels one factor t − 1.

`dielectric_eq` writes ε in rank-one form, with the row τᵀK as `τ ᵥ* K`. `charpoly_dielectric` is the first half of the claim, for every real K and every m; the symmetry of K assumed in the question is not needed.

`dielectric_mulVec_tau` is ε τ = λτ, which exhibits an eigenvector only when τ ≠ 0. `mem_spectrum_dielectric` reads the spectrum off the polynomial through `Matrix.mem_spectrum_iff_isRoot_charpoly`: μ is an eigenvalue exactly when μ = 1 and m ≠ 0, or μ = λ.

`unbounded_iff` is step 5 for arbitrary K: the spectrum is unbounded exactly when q ≠ 0. The forward branch tests M = 1 at the gap δ/2. The backward branch supplies the δ above; `h1` is the bound on |4q/g| and `h2` is the triangle inequality. `unbounded_iff_of_posDef` is the second half of the claim. Its hypothesis `K.PosDef` means, over ℝ, that K is symmetric and xᵀKx > 0 for x ≠ 0, and `hK.dotProduct_mulVec_pos` supplies q > 0.

`damping_condition` is step 6. It concerns the factors |1 − αμ| alone; convergence of the nonlinear SCF iteration, finite temperature, more than one transition, and any dependence of τ on g are left untreated. Rearranged, the condition reads α < 2g/(g + 4q), a bound that tends to zero with the gap when q > 0.

### Counter-examples without the hypotheses

Positive definiteness: take n = 2 and the symmetric K = diag(1, −1). The orbitals (1, 1)/√2 and (1, −1)/√2 give τ = (1/2, −1/2). Then τ ≠ 0 but q = 0, so the spectrum is {1} for every gap. With c = 1/g, ε has rows (1 + c, c) and (−c, 1 − c), whose entries grow without bound while both eigenvalues stay at 1. Semidefiniteness is not enough either: if all four entries of K equal 1 and τ = (1/2, −1/2) as before, then Kτ = 0 and ε is the identity.

The hypothesis `hq`: take n = 2, τ = (1/2, −1/2), K = diag(−2, −2), g = 2, α = 1, so that q = −1. Then λ = −1 and αλ < 2, but |1 − αλ| = 2.

The hypothesis `hα`: for α = 0 the inequality αλ < 2 holds, while every factor |1 − αμ| equals 1.
